# A closed formula for the drop in average prediction variance when one structure joins a linear least-squares fit

## How much does one more training structure help?

Let the rows of $X$ be the correlation vectors of the training structures in a cluster expansion, $G=X^TX$ their Gram matrix, and $M$ a symmetric matrix that describes the structures I want to predict. Per unit noise variance, I take the average prediction variance to be $\operatorname{tr}(G^{-1}M)$. If I add a structure with correlation vector $x$, I believe that this falls by

$$\frac{x^TG^{-1}MG^{-1}x}{1+x^TG^{-1}x},$$

so I can rank candidates before computing their energies. Can this be made rigorous and checked by machine, including the reading as a variance?

## The gain follows from a rank-one update

The formula can, for positive definite $G$, and $M$ need not be symmetric. For the reading as a variance, the file checks the algebraic identities, while the noise model is treated only on paper.

**Variance.** The least-squares prediction for a structure $y$ is $a^TE$, where $E$ holds the training energies and $a=XG^{-1}y$. Then $X^Ta=y$ and $a^Ta=y^TG^{-1}y$. If the energies carry independent errors of equal variance $\sigma^2$, representing scatter that the linear model does not describe, the prediction has variance $\sigma^2\,y^TG^{-1}y$.

For domain structures $y_k$ with weights $w_k$, let $Y$ have rows $y_k$ and set $M=Y^T\operatorname{diag}(w)\,Y$. By cyclicity of the trace,

$$\operatorname{tr}(G^{-1}M)=\sum_k w_k\,y_k^TG^{-1}y_k .$$

This is an average in the usual sense when the weights are nonnegative and sum to one.

**Update.** Appending the row $x^T$ to $X$ turns $G$ into $G+xx^T$. Put $u=G^{-1}x$ and $s=x^TG^{-1}x\ge 0$. Since $G$ is symmetric, $u^T=x^TG^{-1}$, and

$$(G+xx^T)\Big(G^{-1}-\frac{uu^T}{1+s}\Big)=I+xu^T-\frac{xu^T+s\,xu^T}{1+s}=I .$$

The second factor is therefore the new inverse. Multiplying by $M$ and using $\operatorname{tr}(uu^TM)=u^TMu$ gives your formula.

**Sign and ranking.** For a domain matrix, the gain is $\sum_k w_k(y_k^Tu)^2/(1+s)$. With nonnegative weights it is never negative; with positive weights it vanishes exactly when every $y_k^Tu=0$. Two candidates share the same starting variance, so the larger gain leaves the smaller variance.

**Two features.** This is a check of the arithmetic, not a real structure: with site variables $\pm1$, correlations lie between $-1$ and $1$. Take $G=\operatorname{diag}(2,1)$, $x=(2,1)^T$ and $M=\tfrac12 I$. Then $u=(1,1)^T$, $s=3$, and the gain is $1/4$. The variance starts at $3/4$ and should end at $1/2$. Directly, $G+xx^T=\begin{pmatrix}6&2\\2&2\end{pmatrix}$ has an inverse of trace $1$, and half of that is $1/2$.

**One feature.** With $G=g>0$ and $M=\mu$, the formula reads $\mu/g-\mu x^2/\big(g(g+x^2)\big)=\mu/(g+x^2)$.

Here is the complete file.

In Lean 4 with Mathlib:

```lean
import Mathlib

open Matrix

namespace GreedyStructureSelection

noncomputable section

variable {m n κ : Type*} [Fintype m] [Fintype n] [DecidableEq n] [Fintype κ] [DecidableEq κ]

/-- Weights with which the training energies enter the least-squares prediction for a
structure `y`; the rows of `X` are the training structures and `Xᵀ * X` is invertible. -/
def fitWeights (X : Matrix m n ℝ) (y : n → ℝ) : m → ℝ :=
  X *ᵥ ((Xᵀ * X)⁻¹ *ᵥ y)

/-- Prediction variance of a structure `y` per unit noise variance, for an invertible
Gram matrix `G`. -/
def predVariance (G : Matrix n n ℝ) (y : n → ℝ) : ℝ :=
  y ⬝ᵥ G⁻¹ *ᵥ y

/-- Domain matrix of the structures of interest (the rows of `Y`) with weights `w`. -/
def domainMatrix (w : κ → ℝ) (Y : Matrix κ n ℝ) : Matrix n n ℝ :=
  Yᵀ * diagonal w * Y

/-- Prediction variance averaged with the domain matrix `M`, per unit noise variance, for an
invertible Gram matrix `G`. -/
def avgVariance (G M : Matrix n n ℝ) : ℝ :=
  trace (G⁻¹ * M)

/-- Greedy gain of a candidate structure `x`, for an invertible Gram matrix `G` with
`1 + predVariance G x` nonzero. -/
def varianceGain (G M : Matrix n n ℝ) (x : n → ℝ) : ℝ :=
  (x ⬝ᵥ G⁻¹ *ᵥ (M *ᵥ (G⁻¹ *ᵥ x))) / (1 + predVariance G x)

/-- The least-squares weights reproduce the structure `y` from the training structures, and
their squared norm is the prediction variance of `y` per unit noise variance. -/
theorem fitWeights_spec (X : Matrix m n ℝ) (hX : (Xᵀ * X).det ≠ 0) (y : n → ℝ) :
    Xᵀ *ᵥ fitWeights X y = y ∧
      fitWeights X y ⬝ᵥ fitWeights X y = predVariance (Xᵀ * X) y := by
  have e : ∀ z : n → ℝ, Xᵀ *ᵥ (X *ᵥ z) = (Xᵀ * X) *ᵥ z := fun z => by
    rw [Matrix.mulVec_mulVec]
  have h1 : Xᵀ *ᵥ (X *ᵥ ((Xᵀ * X)⁻¹ *ᵥ y)) = y := by
    rw [e, Matrix.mulVec_mulVec, Matrix.mul_nonsing_inv _ hX.isUnit, Matrix.one_mulVec]
  refine ⟨h1, ?_⟩
  unfold fitWeights predVariance
  rw [Matrix.dotProduct_mulVec, ← Matrix.mulVec_transpose, h1]

omit [Fintype n] [DecidableEq n] in
/-- Appending a structure `x` to the training set adds `x xᵀ` to the Gram matrix. -/
theorem gram_append (X : Matrix m n ℝ) (x : n → ℝ) :
    (Matrix.of fun (i : m ⊕ Unit) j => Sum.elim (fun a => X a j) (fun _ => x j) i)ᵀ *
      (Matrix.of fun (i : m ⊕ Unit) j => Sum.elim (fun a => X a j) (fun _ => x j) i) =
      Xᵀ * X + vecMulVec x x := by
  ext i j
  simp [Matrix.mul_apply, Matrix.vecMulVec_apply, Fintype.sum_sum_type]

/-- For a positive definite Gram matrix, one plus the prediction variance is positive. -/
theorem one_add_predVariance_pos {G : Matrix n n ℝ} (hG : G.PosDef) (x : n → ℝ) :
    0 < 1 + predVariance G x := by
  have h := hG.inv.posSemidef.dotProduct_mulVec_nonneg x
  rw [star_trivial] at h
  unfold predVariance
  linarith

/-- Sherman–Morrison formula for the inverse Gram matrix after a structure `x` is added. -/
theorem sherman_morrison {G : Matrix n n ℝ} (hG : G.PosDef) (x : n → ℝ) :
    (G + vecMulVec x x)⁻¹ =
      G⁻¹ - (1 + predVariance G x)⁻¹ • vecMulVec (G⁻¹ *ᵥ x) (x ᵥ* G⁻¹) := by
  have hdet : IsUnit G.det := hG.det_pos.ne'.isUnit
  have hp := (one_add_predVariance_pos hG x).ne'
  apply Matrix.inv_eq_right_inv
  -- the three products other than `G * G⁻¹` are multiples of one matrix
  have h1 : G * vecMulVec (G⁻¹ *ᵥ x) (x ᵥ* G⁻¹) = vecMulVec x (x ᵥ* G⁻¹) := by
    rw [Matrix.mul_vecMulVec, Matrix.mulVec_mulVec, Matrix.mul_nonsing_inv _ hdet,
      Matrix.one_mulVec]
  have h2 : vecMulVec x x * G⁻¹ = vecMulVec x (x ᵥ* G⁻¹) := Matrix.vecMulVec_mul _ _ _
  have h3 : vecMulVec x x * vecMulVec (G⁻¹ *ᵥ x) (x ᵥ* G⁻¹) =
      predVariance G x • vecMulVec x (x ᵥ* G⁻¹) := by
    ext i j
    simp only [predVariance, Matrix.mul_apply, Matrix.vecMulVec_apply, Matrix.smul_apply,
      smul_eq_mul, dotProduct, Finset.sum_mul]
    exact Finset.sum_congr rfl fun k _ => by ring
  rw [add_mul, mul_sub, mul_sub, Matrix.mul_smul, Matrix.mul_smul, h1, h2, h3,
    Matrix.mul_nonsing_inv _ hdet]
  -- their coefficients cancel
  have hc : (1 + predVariance G x)⁻¹ + (1 + predVariance G x)⁻¹ * predVariance G x = 1 := by
    field_simp
  generalize (1 + predVariance G x)⁻¹ = c at hc ⊢
  generalize predVariance G x = s at hc ⊢
  generalize vecMulVec x (x ᵥ* G⁻¹) = A
  calc 1 - c • A + (A - c • s • A) = 1 + (1 - (c + c * s)) • A := by module
    _ = 1 := by rw [hc, sub_self, zero_smul, add_zero]

/-- For a positive definite Gram matrix, the average prediction variance after a structure `x` is
added equals its old value minus the greedy gain of `x`. -/
theorem avgVariance_add_structure {G : Matrix n n ℝ} (hG : G.PosDef) (M : Matrix n n ℝ)
    (x : n → ℝ) :
    avgVariance (G + vecMulVec x x) M = avgVariance G M - varianceGain G M x := by
  have ht : trace (vecMulVec (G⁻¹ *ᵥ x) (x ᵥ* G⁻¹) * M) =
      x ⬝ᵥ G⁻¹ *ᵥ (M *ᵥ (G⁻¹ *ᵥ x)) := by
    rw [Matrix.vecMulVec_mul, Matrix.trace_vecMulVec, dotProduct_comm,
      ← Matrix.dotProduct_mulVec, ← Matrix.dotProduct_mulVec]
  unfold avgVariance varianceGain
  rw [sherman_morrison hG x, sub_mul, Matrix.trace_sub, Matrix.smul_mul, Matrix.trace_smul,
    ht, smul_eq_mul, div_eq_inv_mul]

/-- With a domain matrix, the average variance is the weighted sum of the prediction
variances of the domain structures. -/
theorem avgVariance_domainMatrix (G : Matrix n n ℝ) (w : κ → ℝ) (Y : Matrix κ n ℝ) :
    avgVariance G (domainMatrix w Y) = ∑ k, w k * predVariance G (Y k) := by
  have h : trace (G⁻¹ * (Yᵀ * diagonal w * Y)) = trace (Y * (G⁻¹ * Yᵀ) * diagonal w) := by
    rw [← Matrix.mul_assoc, Matrix.trace_mul_comm]
    simp only [Matrix.mul_assoc]
  unfold avgVariance domainMatrix
  rw [h]
  refine Finset.sum_congr rfl fun k _ => ?_
  have hk : (Y * (G⁻¹ * Yᵀ)) k k = predVariance G (Y k) := by
    simp only [predVariance, Matrix.mul_apply, Matrix.transpose_apply, dotProduct,
      Matrix.mulVec]
  rw [Matrix.diag_apply, Matrix.mul_diagonal, hk, mul_comm]

/-- With a domain matrix, the greedy gain is the weighted sum of the squared overlaps
`yᵀ G⁻¹ x` with the domain structures, divided by one plus the prediction variance of `x`. -/
theorem varianceGain_domainMatrix {G : Matrix n n ℝ} (hG : G.PosDef) (w : κ → ℝ)
    (Y : Matrix κ n ℝ) (x : n → ℝ) :
    varianceGain G (domainMatrix w Y) x =
      (∑ k, w k * (Y k ⬝ᵥ G⁻¹ *ᵥ x) ^ 2) / (1 + predVariance G x) := by
  have hs : (G⁻¹)ᵀ = G⁻¹ := by
    rw [← Matrix.conjTranspose_eq_transpose_of_trivial]
    exact hG.inv.isHermitian.eq
  -- the quadratic form of the domain matrix is a weighted sum of squares
  have quad : ∀ u : n → ℝ,
      u ⬝ᵥ (Yᵀ * diagonal w * Y) *ᵥ u = ∑ k, w k * (Y k ⬝ᵥ u) ^ 2 := by
    intro u
    rw [← Matrix.mulVec_mulVec, ← Matrix.mulVec_mulVec, Matrix.dotProduct_mulVec,
      Matrix.vecMul_transpose]
    refine Finset.sum_congr rfl fun k _ => ?_
    rw [Matrix.mulVec_diagonal]
    change (Y k ⬝ᵥ u) * (w k * (Y k ⬝ᵥ u)) = _
    ring
  unfold varianceGain domainMatrix
  rw [Matrix.dotProduct_mulVec, ← Matrix.mulVec_transpose, hs, quad]

/-- With nonnegative domain weights, adding a structure never raises the average
prediction variance. -/
theorem avgVariance_add_le {G : Matrix n n ℝ} (hG : G.PosDef) {w : κ → ℝ}
    (hw : ∀ k, 0 ≤ w k) (Y : Matrix κ n ℝ) (x : n → ℝ) :
    avgVariance (G + vecMulVec x x) (domainMatrix w Y) ≤ avgVariance G (domainMatrix w Y) := by
  rw [avgVariance_add_structure hG, varianceGain_domainMatrix hG]
  exact sub_le_self _ (div_nonneg
    (Finset.sum_nonneg fun k _ => mul_nonneg (hw k) (sq_nonneg _))
    (one_add_predVariance_pos hG x).le)

/-- With positive domain weights, adding `x` leaves the average prediction variance unchanged
exactly when `G⁻¹ x` is orthogonal to every domain structure. -/
theorem avgVariance_add_eq_iff {G : Matrix n n ℝ} (hG : G.PosDef) {w : κ → ℝ}
    (hw : ∀ k, 0 < w k) (Y : Matrix κ n ℝ) (x : n → ℝ) :
    avgVariance (G + vecMulVec x x) (domainMatrix w Y) = avgVariance G (domainMatrix w Y) ↔
      ∀ k, Y k ⬝ᵥ G⁻¹ *ᵥ x = 0 := by
  rw [avgVariance_add_structure hG, sub_eq_self, varianceGain_domainMatrix hG,
    div_eq_zero_iff, or_iff_left (one_add_predVariance_pos hG x).ne',
    Finset.sum_eq_zero_iff_of_nonneg fun k _ => mul_nonneg (hw k).le (sq_nonneg _)]
  constructor
  · intro h k
    have hk := (mul_eq_zero.1 (h k (Finset.mem_univ k))).resolve_left (hw k).ne'
    exact (pow_eq_zero_iff two_ne_zero).1 hk
  · intro h k _
    rw [h k]
    ring

/-- Of two candidate structures, `x` leaves an average prediction variance no larger than
`x'` does exactly when its greedy gain is at least that of `x'`. -/
theorem greedy_choice {G : Matrix n n ℝ} (hG : G.PosDef) (M : Matrix n n ℝ) (x x' : n → ℝ) :
    avgVariance (G + vecMulVec x x) M ≤ avgVariance (G + vecMulVec x' x') M ↔
      varianceGain G M x' ≤ varianceGain G M x := by
  rw [avgVariance_add_structure hG, avgVariance_add_structure hG]
  constructor <;> intro h <;> linarith

end

end GreedyStructureSelection
```

```lean
#print axioms GreedyStructureSelection.avgVariance_add_structure
-- 'GreedyStructureSelection.avgVariance_add_structure' depends on axioms: [propext, Classical.choice, Quot.sound]
#print axioms GreedyStructureSelection.avgVariance_add_le
-- 'GreedyStructureSelection.avgVariance_add_le' depends on axioms: [propext, Classical.choice, Quot.sound]
#print axioms GreedyStructureSelection.avgVariance_add_eq_iff
-- 'GreedyStructureSelection.avgVariance_add_eq_iff' depends on axioms: [propext, Classical.choice, Quot.sound]
#print axioms GreedyStructureSelection.greedy_choice
-- 'GreedyStructureSelection.greedy_choice' depends on axioms: [propext, Classical.choice, Quot.sound]
```

## What the theorems say about the fit

The main theorem is `avgVariance_add_structure`. In it, `vecMulVec x x` is $xx^T$, `avgVariance G M` is $\operatorname{tr}(G^{-1}M)$, and `varianceGain G M x` is the subtracted fraction. The hypothesis `G.PosDef` includes symmetry; for a Gram matrix it means that the columns of $X$ are linearly independent, so the data determine all coefficients.

The row `Y k` is $y_k$, and `domainMatrix w Y` is the weighted $M$. The index type `m ⊕ Unit` in `gram_append` is the old training set plus one structure.

The noise model is not formalised: `fitWeights_spec` proves the two identities for $a$, and the step to a variance is the argument above. For linear cluster expansions with such noise, the result ranks single additions to the training set; it does not address the best batch of several.

## How the proof follows the algebra

`fitWeights_spec` cancels $G$ against its inverse, then moves one $X$ across the dot product. `one_add_predVariance_pos` uses that the inverse of a positive definite matrix is positive definite.

In `sherman_morrison`, `Matrix.inv_eq_right_inv` reduces the claim to the product displayed above. The facts `h1`, `h2` and `h3` write its terms other than $GG^{-1}=I$ as multiples of $xu^T$, and `hc` makes their coefficients cancel. The main theorem then takes the trace, with `ht` supplying $\operatorname{tr}(uu^TM)=u^TMu$.

`avgVariance_domainMatrix` cycles the trace and reads off diagonal entries, while `quad` in `varianceGain_domainMatrix` expands $u^TMu$ into weighted squares. From the main theorem and `varianceGain_domainMatrix`, `avgVariance_add_le` follows by nonnegativity, and `avgVariance_add_eq_iff` because a sum of nonnegative terms is zero only if each term is. `greedy_choice` subtracts the common starting variance.
